# Nested commutators of a two-body Hamiltonian vanish from the fifth on if every ladder operator has zero double commutator with T

Throughout, $T$ is a fixed operator, $D(X)=[X,T]=XT-TX$, and $D^k$ means $D$ applied $k$ times, with $D^0(X)=X$.

```lean
import Mathlib

open Matrix

namespace CoupledClusterTermination

noncomputable section

variable {R : Type*} [Ring R]
```

The operators are elements of an arbitrary ring `R`: they can be added, subtracted and multiplied, and the order of factors matters. No Hilbert space or adjoint is needed yet.

```lean
/-- The commutator `[X, T] = X T - T X` with a fixed operator `T`. -/
def comm (T X : R) : R := X * T - T * X
```

`comm T X` is $D(X)$. The fixed operator comes first in the Lean expression, but the commutator is $[X,T]$, not $[T,X]$.

```lean
/-- The `k`-fold nested commutator `[...[[X, T], T]..., T]`. -/
def nested (T : R) : ℕ → R → R
  | 0, X => X
  | k + 1, X => nested T k (comm T X)
```

`nested T k X` is $D^k(X)$, defined by $D^0(X)=X$ and $D^{k+1}(X)=D^k(D(X))$. The innermost commutator is taken first.

## Linearity and the Leibniz rule

```lean
/-- The nested commutator of a sum of two operators is the sum of their nested commutators. -/
theorem nested_add (T : R) (k : ℕ) (X Y : R) :
    nested T k (X + Y) = nested T k X + nested T k Y := by
  induction k generalizing X Y with
  | zero => rfl
  | succ k ih =>
    have h : comm T (X + Y) = comm T X + comm T Y := by
      simp only [comm]
      noncomm_ring
    change nested T k (comm T (X + Y)) = _
    rw [h]
    exact ih _ _
```

In a Lean theorem, the hypotheses stand before the colon, the claim after it, and the proof after `:=`. Here the claim is $D^k(X+Y)=D^k(X)+D^k(Y)$. For one commutator,
$$(X+Y)T-T(X+Y)=(XT-TX)+(YT-TY),$$
which `noncomm_ring` checks without exchanging factors. Induction on $k$ does the rest.

```lean
/-- The nested commutator can be taken term by term in a finite sum. -/
theorem nested_sum {κ : Type*} (T : R) (k : ℕ) (s : Finset κ) (f : κ → R) :
    nested T k (∑ i ∈ s, f i) = ∑ i ∈ s, nested T k (f i) := by
  induction k generalizing f with
  | zero => rfl
  | succ k ih =>
    have h : comm T (∑ i ∈ s, f i) = ∑ i ∈ s, comm T (f i) := by
      simp only [comm, Finset.sum_mul, Finset.mul_sum, Finset.sum_sub_distrib]
    change nested T k (comm T (∑ i ∈ s, f i)) = _
    rw [h]
    exact ih _
```

The same argument gives $D^k(\sum_i f_i)=\sum_i D^k(f_i)$ for a finite index set `s`.

```lean
/-- Complex coefficients can be taken out of a nested commutator. -/
theorem nested_smul [Algebra ℂ R] (T : R) (k : ℕ) (z : ℂ) (X : R) :
    nested T k (z • X) = z • nested T k X := by
  induction k generalizing X with
  | zero => rfl
  | succ k ih =>
    have h : comm T (z • X) = z • comm T X := by
      simp only [comm, smul_mul_assoc, mul_smul_comm, smul_sub]
    change nested T k (comm T (z • X)) = _
    rw [h]
    exact ih _
```

`Algebra ℂ R` allows complex coefficients, and `•` multiplies an operator by a number. Since numbers commute with $T$, $D^k(zX)=z\,D^k(X)$.

```lean
/-- Leibniz rule: the first of `n + 1` commutators acts on either factor of a product. -/
theorem nested_succ_mul (T : R) (n : ℕ) (A B : R) :
    nested T (n + 1) (A * B) = nested T n (comm T A * B) + nested T n (A * comm T B) := by
  have h : comm T (A * B) = comm T A * B + A * comm T B := by
    simp only [comm]
    noncomm_ring
  change nested T n (comm T (A * B)) = _
  rw [h, nested_add]
```

Adding and subtracting $ATB$ gives
$$D(AB)=ABT-TAB=(AT-TA)B+A(BT-TB)=D(A)B+A\,D(B).$$
Applying $D^n$ to both sides gives the stated formula for $D^{n+1}(AB)$.

## Counting commutators on a product

```lean
/-- If `p + 1` commutators with `T` annihilate `A` and `q + 1` annihilate `B`, then any
number of commutators above `p + q` annihilates the product `A B`. -/
theorem nested_mul_eq_zero (T : R) {p q n : ℕ} {A B : R}
    (hA : nested T (p + 1) A = 0) (hB : nested T (q + 1) B = 0) (hn : p + q < n) :
    nested T n (A * B) = 0 := by
  have h0 : ∀ k, nested T k (0 : R) = 0 := fun k => by
    simpa using nested_add T k 0 0
  have key : ∀ n p q : ℕ, ∀ A B : R, nested T p A = 0 → nested T q B = 0 →
      p + q ≤ n + 1 → nested T n (A * B) = 0 := by
    intro n
    induction n with
    | zero =>
      intro p q A B hA hB h
      rcases p with _ | p
      · have hA' : A = 0 := hA
        rw [hA', zero_mul, h0]
      · obtain rfl : q = 0 := by omega
        have hB' : B = 0 := hB
        rw [hB', mul_zero, h0]
    | succ n ih =>
      intro p q A B hA hB h
      rcases p with _ | p
      · have hA' : A = 0 := hA
        rw [hA', zero_mul, h0]
      · rcases q with _ | q
        · have hB' : B = 0 := hB
          rw [hB', mul_zero, h0]
        · -- each Leibniz term has used up one commutator on one factor
          rw [nested_succ_mul, ih p (q + 1) (comm T A) B hA hB (by omega),
            ih (p + 1) q A (comm T B) hA hB (by omega), add_zero]
  exact key n (p + 1) (q + 1) A B hA hB (by omega)
```

If $D^{p+1}(A)=0$ and $D^{q+1}(B)=0$, then $D^n(AB)=0$ for every $n>p+q$.

The inner statement `key` shifts the indices: if $D^p(A)=0$, $D^q(B)=0$ and $p+q\le n+1$, then $D^n(AB)=0$. If $p=0$ or $q=0$, one factor is itself zero. This settles $n=0$, where $p+q\le1$. For the step to $n+1$ with both counts positive, write them as $p+1$ and $q+1$ and use
$$D^{n+1}(AB)=D^n(D(A)B)+D^n(A\,D(B)).$$
In the first term, $D(A)$ is killed by $p$ commutators; in the second, $D(B)$ is killed by $q$. Either way the total count has dropped by one, so both terms vanish by induction. `omega` checks the inequalities between integers.

```lean
/-- If `p + 1` commutators with `T` annihilate `A` and `q + 1` annihilate `B`, then the `(p +
q)`-fold commutator of `A B` is a binomial coefficient times the `p`-fold commutator of `A` times
the `q`-fold commutator of `B`. -/
theorem nested_mul_top (T : R) {p q : ℕ} {A B : R}
    (hA : nested T (p + 1) A = 0) (hB : nested T (q + 1) B = 0) :
    nested T (p + q) (A * B) = (p + q).choose p • (nested T p A * nested T q B) := by
  have h0 : ∀ k, nested T k (0 : R) = 0 := fun k => by
    simpa using nested_add T k 0 0
  have key : ∀ n p q : ℕ, ∀ A B : R, nested T (p + 1) A = 0 → nested T (q + 1) B = 0 →
      p + q = n → nested T n (A * B) = n.choose p • (nested T p A * nested T q B) := by
    intro n
    induction n with
    | zero =>
      intro p q A B _ _ h
      obtain ⟨rfl, rfl⟩ : p = 0 ∧ q = 0 := by omega
      simp [nested]
    | succ n ih =>
      intro p q A B hA hB h
      rw [nested_succ_mul]
      rcases p with _ | p
      · obtain rfl : q = n + 1 := by omega
        have hA' : comm T A = 0 := hA
        rw [hA', zero_mul, h0, zero_add, ih 0 n A (comm T B) hA hB (by omega)]
        simp [nested]
      · rcases q with _ | q
        · obtain rfl : p = n := by omega
          have hB' : comm T B = 0 := hB
          rw [hB', mul_zero, h0, add_zero, ih p 0 (comm T A) B hA hB (by omega)]
          simp [nested]
        · -- Pascal's rule joins the two Leibniz terms
          have e1 := ih p (q + 1) (comm T A) B hA hB (by omega)
          have e2 := ih (p + 1) q A (comm T B) hA hB (by omega)
          rw [Nat.choose_succ_succ', add_smul]
          exact congrArg₂ (· + ·) e1 e2
  exact key (p + q) p q A B hA hB rfl
```

At $n=p+q$, under the same conditions,
$$D^{p+q}(AB)=\binom{p+q}{p}D^p(A)\,D^q(B).$$

The proof is again by induction on $n=p+q$. At $n=0$ both sides are $AB$. In the step to $n+1$, if both counts are positive, write them as $p+1$ and $q+1$. The two Leibniz terms are then
$$\binom{n}{p}D^{p+1}(A)D^{q+1}(B)\quad\text{and}\quad\binom{n}{p+1}D^{p+1}(A)D^{q+1}(B),$$
and Pascal's rule adds the coefficients to $\binom{n+1}{p+1}$. If one count is zero, that factor commutes with $T$, so only one Leibniz term survives, with coefficient 1.

```lean
/-- For a product of `m` operators, each with vanishing double commutator with `T`, the
`m`-fold commutator is `m!` times the product of single commutators, and the next is zero. -/
theorem nested_list_prod (T : R) (L : List R) (hL : ∀ x ∈ L, nested T 2 x = 0) :
    nested T L.length L.prod = Nat.factorial L.length • (L.map (comm T)).prod ∧
      nested T (L.length + 1) L.prod = 0 := by
  induction L with
  | nil => simp [nested, comm]
  | cons x L ih =>
    have hx : nested T (1 + 1) x = 0 := hL x (by simp)
    obtain ⟨i1, i2⟩ := ih fun y hy => hL y (by simp [hy])
    have e := nested_mul_top T hx i2
    rw [i1, Nat.choose_one_right, mul_smul_comm, smul_smul, add_comm 1 L.length,
      ← Nat.factorial_succ] at e
    simp only [List.prod_cons, List.map_cons, List.length_cons]
    exact ⟨e, nested_mul_eq_zero T hx i2 (by omega)⟩
```

`L` is a list of $m$ operators $x_1,\dots,x_m$, each with $D^2(x_i)=0$. The two claims, joined by `∧` ("and"), are
$$D^m(x_1\cdots x_m)=m!\,D(x_1)\cdots D(x_m),\qquad D^{m+1}(x_1\cdots x_m)=0.$$

For the empty list the product is $1$, which commutes with $T$. To put a factor $x$ in front of a product $P$ of $m$ factors, use the binomial formula with $p=1$, $q=m$:
$$D^{m+1}(xP)=(m+1)\,D(x)\,D^m(P)=(m+1)!\,D(x)D(x_1)\cdots D(x_m).$$
One more commutator gives zero, because $m+2>1+m$.

```lean
/-- A finite sum of products of four operators, each with vanishing double commutator
with `T`, has vanishing fifth nested commutator. -/
theorem fifth_nested_sum_eq_zero {κ : Type*} (T : R) (s : Finset κ) (w x y z : κ → R)
    (hw : ∀ i ∈ s, nested T 2 (w i) = 0) (hx : ∀ i ∈ s, nested T 2 (x i) = 0)
    (hy : ∀ i ∈ s, nested T 2 (y i) = 0) (hz : ∀ i ∈ s, nested T 2 (z i) = 0) :
    nested T 5 (∑ i ∈ s, w i * x i * y i * z i) = 0 := by
  rw [nested_sum]
  refine Finset.sum_eq_zero fun i hi => ?_
  have h := (nested_list_prod T [w i, x i, y i, z i]
    (by simp [hw i hi, hx i hi, hy i hi, hz i hi])).2
  simpa [mul_assoc] using h
```

For $m=4$, the fifth commutator of each product $w_ix_iy_iz_i$ is zero, and so is that of their finite sum.

## The Hamiltonian

```lean
/-- The Hamiltonian with one-body coefficients `h` and two-body coefficients `g`, built from
creation operators `c` and annihilation operators `a`. -/
def hamiltonian [Algebra ℂ R] {ι : Type*} [Fintype ι] (h : ι → ι → ℂ)
    (g : ι → ι → ι → ι → ℂ) (c a : ι → R) : R :=
  ∑ p, ∑ q, h p q • (c p * a q) +
    (1 / 2 : ℂ) • ∑ p, ∑ q, ∑ r, ∑ s, g p q r s • (c p * c q * a s * a r)
```

In ordinary notation,
$$H=\sum_{pq}h_{pq}\,c_pa_q+\frac12\sum_{pqrs}g_{pqrs}\,c_pc_qa_sa_r.$$
For electrons, the type `ι` labels a finite set of orthonormal spin orbitals, $h_{pq}$ is the matrix element of kinetic energy and nuclear attraction, and $g_{pqrs}=\langle pq|rs\rangle$ is the Coulomb repulsion integral in physicists' notation, not antisymmetrised: $p$ and $r$ belong to one electron, $q$ and $s$ to the other. The two annihilators appear in the order $s,r$. The coefficients need no symmetry, and the definition imposes no anticommutation relations on $c$ and $a$.

```lean
/-- If all ladder operators have vanishing double commutator with `T`, the fifth nested
commutator of the Hamiltonian is zero, and the fourth is 12 times the two-body sum with
every ladder operator replaced by its commutator with `T`. -/
theorem hamiltonian_termination [Algebra ℂ R] {ι : Type*} [Fintype ι] (T : R)
    (h : ι → ι → ℂ) (g : ι → ι → ι → ι → ℂ) (c a : ι → R)
    (hc : ∀ p, nested T 2 (c p) = 0) (ha : ∀ p, nested T 2 (a p) = 0) :
    nested T 5 (hamiltonian h g c a) = 0 ∧
      nested T 4 (hamiltonian h g c a) = (12 : ℂ) • ∑ p, ∑ q, ∑ r, ∑ s,
        g p q r s • (comm T (c p) * comm T (c q) * comm T (a s) * comm T (a r)) := by
  -- one-body terms are already gone after three commutators
  have one : ∀ n, 2 < n → ∀ p q, nested T n (c p * a q) = 0 := fun n hn p q =>
    nested_mul_eq_zero T (p := 1) (q := 1) (hc p) (ha q) hn
  have five : ∀ p q r s, nested T 5 (c p * c q * a s * a r) = 0 := fun p q r s => by
    have e := (nested_list_prod T [c p, c q, a s, a r] (by simp [hc, ha])).2
    simpa [mul_assoc] using e
  have four : ∀ p q r s, nested T 4 (c p * c q * a s * a r) =
      24 • (comm T (c p) * comm T (c q) * comm T (a s) * comm T (a r)) := fun p q r s => by
    have e := (nested_list_prod T [c p, c q, a s, a r] (by simp [hc, ha])).1
    simpa [mul_assoc, Nat.factorial] using e
  constructor
  · simp only [hamiltonian, nested_add, nested_smul, nested_sum, one 5 (by norm_num), five,
      smul_zero, Finset.sum_const_zero, add_zero]
  · simp only [hamiltonian, nested_add, nested_smul, nested_sum, one 4 (by norm_num), four,
      smul_zero, Finset.sum_const_zero, zero_add, Finset.smul_sum]
    refine Finset.sum_congr rfl fun p _ => Finset.sum_congr rfl fun q _ =>
      Finset.sum_congr rfl fun r _ => Finset.sum_congr rfl fun s _ => ?_
    module
```

The hypotheses `hc` and `ha` say that $D^2(c_p)=0$ and $D^2(a_p)=0$ for all $p$. They stand for a $T$ that only excites particles from occupied to virtual orbitals: a single commutator leaves only virtual creators and occupied annihilators, which commute with $T$. The theorem assumes this property for a general $T$.

A one-body product has $D^3(c_pa_q)=0$, so it contributes nothing to the fourth or fifth commutator. A two-body product has zero fifth commutator, and its fourth is $4!=24$ times the product of single commutators. With the prefactor $\tfrac12$,
$$D^5(H)=0,\qquad D^4(H)=12\sum_{pqrs}g_{pqrs}\,D(c_p)D(c_q)D(a_s)D(a_r).$$
In the proof, `one`, `five` and `four` record these facts, linearity carries them through the sums, and `module` combines the numerical factors.

In coupled-cluster theory this ends the expansion
$$e^{-T}He^{T}=\sum_{k=0}^{4}\frac{1}{k!}D^k(H)$$
for a two-body Hamiltonian and a pure excitation operator in a finite orbital basis. The exponential series itself is not treated in the file. In a program, the amplitude equations are accordingly polynomials of degree at most four in the amplitudes, and stopping there introduces no truncation error in the commutator expansion.

## Two fermionic modes as matrices

```lean
/-- Annihilation operators of two fermionic modes as explicit 4 by 4 matrices. -/
def lower : Fin 2 → Matrix (Fin 4) (Fin 4) ℂ :=
  ![!![0, 0, 1, 0; 0, 0, 0, 1; 0, 0, 0, 0; 0, 0, 0, 0],
    !![0, 1, 0, 0; 0, 0, 0, 0; 0, 0, 0, -1; 0, 0, 0, 0]]
```

`lower 0` and `lower 1` are the annihilators $a_0$ and $a_1$. The four basis states, numbered from 0, are the vacuum, mode 1 occupied, mode 0 occupied, and both occupied. The entry $-1$ is the fermionic sign.

```lean
/-- The single excitation that moves a particle from mode 0 to mode 1. -/
def excitation : Matrix (Fin 4) (Fin 4) ℂ := (lower 1)ᴴ * lower 0
```

This is $T=a_1^\dagger a_0$, where `ᴴ` denotes the conjugate transpose.

```lean
set_option maxHeartbeats 400000 in
/-- The two-mode matrices obey the fermionic anticommutation relations, all their double commutators
with the excitation vanish, as do those of their adjoints, and the commutator of `lower 1` with the
excitation is nonzero. -/
theorem hamiltonian_termination_witness :
    (∀ p q, lower p * lower q + lower q * lower p = 0) ∧
    (∀ p q, lower p * (lower q)ᴴ + (lower q)ᴴ * lower p = if p = q then 1 else 0) ∧
    (∀ p, nested excitation 2 (lower p)ᴴ = 0) ∧
    (∀ p, nested excitation 2 (lower p) = 0) ∧ comm excitation (lower 1) ≠ 0 := by
  have hT : excitation = !![0, 0, 0, 0; 0, 0, 1, 0; 0, 0, 0, 0; 0, 0, 0, 0] := by
    ext i j
    fin_cases i <;> fin_cases j <;>
      simp [excitation, lower, Matrix.mul_apply, Fin.sum_univ_four]
  -- the creation operators as explicit matrices
  have r0 : (lower 0)ᴴ = !![0, 0, 0, 0; 0, 0, 0, 0; 1, 0, 0, 0; 0, 1, 0, 0] := by
    ext i j
    fin_cases i <;> fin_cases j <;> simp [lower, Matrix.conjTranspose_apply]
  have r1 : (lower 1)ᴴ = !![0, 0, 0, 0; 1, 0, 0, 0; 0, 0, 0, 0; 0, 0, -1, 0] := by
    ext i j
    fin_cases i <;> fin_cases j <;> simp [lower, Matrix.conjTranspose_apply]
  -- the four single commutators
  have c0 : comm excitation (lower 0) = 0 := by
    rw [hT]
    ext i j
    fin_cases i <;> fin_cases j <;> simp [comm, lower]
  have c1 : comm excitation (lower 1) = lower 0 := by
    rw [hT]
    ext i j
    fin_cases i <;> fin_cases j <;> simp [comm, lower]
  have d0 : comm excitation (lower 0)ᴴ = -(lower 1)ᴴ := by
    rw [hT, r0, r1]
    ext i j
    fin_cases i <;> fin_cases j <;> simp [comm]
  have d1 : comm excitation (lower 1)ᴴ = 0 := by
    rw [hT, r1]
    ext i j
    fin_cases i <;> fin_cases j <;> simp [comm]
  have z : comm excitation 0 = 0 := by simp [comm]
  have dn : comm excitation (-(lower 1)ᴴ) = -comm excitation (lower 1)ᴴ := by
    simp only [comm]
    noncomm_ring
  refine ⟨?_, ?_, ?_, ?_, ?_⟩
  · have h01 : lower 0 * lower 1 + lower 1 * lower 0 = 0 := by
      ext i j
      fin_cases i <;> fin_cases j <;> simp [lower]
    rw [Fin.forall_fin_two, Fin.forall_fin_two, Fin.forall_fin_two]
    refine ⟨⟨?_, h01⟩, (add_comm _ _).trans h01, ?_⟩ <;>
      (ext i j
       fin_cases i <;> fin_cases j <;> simp [lower])
  · simp only [Fin.forall_fin_two, r0, r1]
    refine ⟨⟨?_, ?_⟩, ?_, ?_⟩ <;>
      (ext i j
       fin_cases i <;> fin_cases j <;> simp [lower])
  · rw [Fin.forall_fin_two]
    constructor
    · change comm excitation (comm excitation (lower 0)ᴴ) = 0
      rw [d0, dn, d1, neg_zero]
    · change comm excitation (comm excitation (lower 1)ᴴ) = 0
      rw [d1, z]
  · rw [Fin.forall_fin_two]
    constructor
    · change comm excitation (comm excitation (lower 0)) = 0
      rw [c0, z]
    · change comm excitation (comm excitation (lower 1)) = 0
      rw [c1, c0]
  · rw [c1]
    intro h
    have h02 := congrFun (congrFun h 0) 2
    simp [lower] at h02

end

end CoupledClusterTermination
```

The theorem confirms the anticommutation relations and all double-commutator conditions for this $T$. Its proof computes the matrix entries and finds
$$D(a_0)=0,\quad D(a_1)=a_0,\quad D(a_0^\dagger)=-a_1^\dagger,\quad D(a_1^\dagger)=0.$$
A second commutator therefore always gives zero, while $D(a_1)=a_0\neq0$ shows that $T$ acts nontrivially. Two modes are too few for a nonzero fourth commutator of $H$, since it would contain $(a_1^\dagger)^2=0$.

A one-body term shows the counting in numbers. Take $X=a_0^\dagger a_1$ on the two one-particle states, in the order above:
$$T=\begin{pmatrix}0&1\\0&0\end{pmatrix},\qquad X=\begin{pmatrix}0&0\\1&0\end{pmatrix}.$$
Then
$$D(X)=XT-TX=\begin{pmatrix}-1&0\\0&1\end{pmatrix},\qquad D^2(X)=\begin{pmatrix}0&-2\\0&0\end{pmatrix}=-2T,$$
and $D^3(X)=0$. The product formula gives the same value: $2\,D(a_0^\dagger)D(a_1)=-2\,a_1^\dagger a_0=-2T$.

```lean
#print axioms CoupledClusterTermination.fifth_nested_sum_eq_zero
-- 'CoupledClusterTermination.fifth_nested_sum_eq_zero' depends on axioms: [propext, Classical.choice, Quot.sound]
#print axioms CoupledClusterTermination.hamiltonian_termination
-- 'CoupledClusterTermination.hamiltonian_termination' depends on axioms: [propext, Classical.choice, Quot.sound]
```
